# Branching numbers of a spin-1 chain as differences of trinomial coefficients

The formal statement has to fix what "the number of multiplets of total spin \(S\) in a chain of \(N\) spins 1" means. One could take the multiplicity of the eigenvalue \(S(S+1)\) of the squared total spin (in units of \(\hbar^2\)) on a space of dimension \(3^N\), divided by the number \(2S+1\) of states in each multiplet, or the count produced by the branching diagram, in which spins are coupled one at a time. Here it is the second: \(g(N,S)\) is defined by a recursion, and no spin operator appears. The theorem is then
\[ g(N,S) = T(N,S) - T(N,S+1), \]
where \(T(N,M)\) is the coefficient of \(x^{N+M}\) in \((1+x+x^2)^N\). It holds for all natural numbers \(N\) and \(S\), so most of the hypotheses sit inside the definitions.

```lean
import Mathlib

open Polynomial Finset

namespace SpinOneBranching

noncomputable section
```

## The coupling rule and the empty chain

Coupling a spin 1 to a spin \(S'\) gives each of the spins \(|S'-1|, \dots, S'+1\) once. Read backwards, a spin \(S \ge 1\) is reached from \(S-1\), \(S\) and \(S+1\), whereas \(S = 0\) is reached from \(S' = 1\) alone, because \(S' = 0\) yields only spin 1. The empty chain is one singlet. With the index shifted as in Lean, and \(\delta\) the Kronecker symbol,
\[ g(0,S) = \delta_{S,0}, \qquad g(N+1,0) = g(N,1), \qquad g(N+1,S+1) = g(N,S) + g(N,S+1) + g(N,S+2). \]

```lean
/-- Branching-diagram numbers of a chain of `N` spins 1: spin 0 is reached only from spin 1,
and spin `S ≥ 1` is reached from spins `S - 1`, `S` and `S + 1`. -/
def g : ℕ → ℕ → ℕ
  | 0, S => if S = 0 then 1 else 0
  | N + 1, 0 => g N 1
  | N + 1, S + 1 => g N S + g N (S + 1) + g N (S + 2)
```

The coupling rule is assumed, and reading \(g(N,S)\) as a multiplicity of irreducible spin-\(S\) spaces relies on angular momentum theory that the file does not contain. On that reading, for a finite chain of spins 1 whose Hamiltonian commutes with the total spin, \(g(N,S)\) is the size of the block with spin \(S\) and one fixed projection.

The starting value is the base case of the main induction. With the start \(\delta_{S,1}\), a chain that begins on an existing spin 1, the formula fails at once: the singlet count at \(N = 0\) is 0, while \(T(0,0) - T(0,1) = 1\).

The boundary rule is easy to get wrong. Deleting only the term with spin \(-1\) from the three-term rule gives \(g(N+1,0) = g(N,0) + g(N,1)\), which lets a singlet coupled to a spin 1 remain a singlet. A single spin 1 would then have one singlet and one triplet, four states in place of three, while \(T(1,0) - T(1,1) = 1 - 1 = 0\).

## Integer projections, and no states below \(-N\)

The total spin \(S\) of a chain of spins 1 is a natural number, but a projection \(M\) takes both signs, so `T` takes `M : ℤ`. The exponent \(N + M\) can then be negative, and `zcoeff` returns zero there: no state has projection below \(-N\). The values lie in \(\mathbb{Z}\), so differences of \(T\) are true differences.

```lean
/-- The coefficient of `x ^ k` in a polynomial for an integer exponent `k`, zero for `k < 0`. -/
def zcoeff (p : ℤ[X]) (k : ℤ) : ℤ := if 0 ≤ k then p.coeff k.toNat else 0

/-- The trinomial coefficient `T(N, M)`: the coefficient of `x ^ (N + M)` in
`(1 + x + x²) ^ N`, for any integer projection `M`. -/
def T (N : ℕ) (M : ℤ) : ℤ := zcoeff ((1 + X + X ^ 2) ^ N) (N + M)
```

A product state is a map \(\sigma\) from the sites \(i = 0, \dots, N-1\) to the labels \(\sigma_i \in \{0,1,2\}\). The projection at site \(i\) is \(\sigma_i - 1\) in units of \(\hbar\), and `totalM` is \(\sum_i (\sigma_i - 1)\).

```lean
/-- Total spin projection of a product state of `N` spins 1, where the site labels `0, 1, 2`
stand for the projections `-1, 0, 1`. -/
def totalM {N : ℕ} (σ : Fin N → Fin 3) : ℤ := ∑ i, (((σ i : ℕ) : ℤ) - 1)
```

By hand, write \(P_N = (1+x+x^2)^N\), so that \(P_{N+1} = x^2 P_N + x P_N + P_N\). Multiplying by \(x\) moves the coefficient of \(x^{k-1}\) to \(x^k\). The coefficient of \(x^{N+1+M}\) in \(P_{N+1}\) is therefore the sum of the coefficients of \(P_N\) at \(N+(M-1)\), \(N+M\) and \(N+(M+1)\):
\[ T(N+1,M) = T(N,M-1) + T(N,M) + T(N,M+1). \]
The shift rule has to hold at \(k = 0\) too, where it says that \(x\,p(x)\) has no constant term for any polynomial \(p\). That is the case `k = 0` in `zcoeff_X_mul`, between the cases \(k \ge 1\), settled by `coeff_X_mul`, and \(k < 0\), where both sides vanish.

```lean
/-- Multiplying a polynomial by `x` shifts its coefficients up by one. -/
theorem zcoeff_X_mul (p : ℤ[X]) (k : ℤ) : zcoeff (X * p) k = zcoeff p (k - 1) := by
  unfold zcoeff
  by_cases h : 1 ≤ k
  · obtain ⟨n, rfl⟩ : ∃ n : ℕ, k = n + 1 := ⟨(k - 1).toNat, by omega⟩
    have h1 : ((n : ℤ) + 1).toNat = n + 1 := by omega
    have h2 : ((n : ℤ) + 1 - 1).toNat = n := by omega
    rw [if_pos (by omega), if_pos (by omega), h1, h2, coeff_X_mul]
  · by_cases h0 : k = 0
    · subst h0
      simp
    · rw [if_neg (by omega), if_neg (by omega)]
```

Since \(P_0 = 1\), one has \(T(0,M) = \delta_{M,0}\) for every integer \(M\).

```lean
/-- For the empty chain `T(0, M) = δ(M, 0)`. -/
theorem T_zero (M : ℤ) : T 0 M = if M = 0 then 1 else 0 := by
  unfold T zcoeff
  simp only [pow_zero, coeff_one]
  split_ifs <;> first | rfl | (exfalso; omega)
```

In `T_succ`, `hP` is the splitting of \(P_{N+1}\), `hadd` is additivity of coefficients, and `e1`, `e2`, `e3` are the three exponent identities.

```lean
/-- Adding one spin 1: `T(N+1, M) = T(N, M-1) + T(N, M) + T(N, M+1)` for every integer `M`. -/
theorem T_succ (N : ℕ) (M : ℤ) :
    T (N + 1) M = T N (M - 1) + T N M + T N (M + 1) := by
  have hadd : ∀ (p q : ℤ[X]) (k : ℤ), zcoeff (p + q) k = zcoeff p k + zcoeff q k := by
    intro p q k
    unfold zcoeff
    split_ifs <;> simp
  have hP : ((1 + X + X ^ 2) ^ (N + 1) : ℤ[X]) =
      X * (X * (1 + X + X ^ 2) ^ N) + X * (1 + X + X ^ 2) ^ N + (1 + X + X ^ 2) ^ N := by
    ring
  have e1 : ((N + 1 : ℕ) : ℤ) + M - 1 - 1 = N + (M - 1) := by push_cast; ring
  have e2 : ((N + 1 : ℕ) : ℤ) + M - 1 = N + M := by push_cast; ring
  have e3 : ((N + 1 : ℕ) : ℤ) + M = N + (M + 1) := by push_cast; ring
  unfold T
  rw [hP, hadd, hadd, zcoeff_X_mul, zcoeff_X_mul, zcoeff_X_mul, e1, e2, e3]
```

The test `0 ≤ k` in `zcoeff` matters because `k.toNat` sends negative integers to 0. Without the test, \(T(0,-1)\) would be the constant term 1, and the rule at \(N = 0\), \(M = 0\) would read \(1 = 1 + 1 + 0\).

## Equal weight for projections \(+1\) and \(-1\)

The factor \(1 + x + x^2\) counts each projection of a site once and is symmetric under reversal of all spins. The consequence is \(T(N,-M) = T(N,M)\). It holds for \(\delta_{M,0}\), and in the inductive step
\[ T(N+1,-M) = T(N,-(M+1)) + T(N,-M) + T(N,-(M-1)) \]
has the same three terms as \(T(N+1,M)\) in reverse order. The hypothesis is needed at \(M+1\), \(M\) and \(M-1\), which is the reason for `generalizing M`.

```lean
/-- Spin-flip symmetry `T(N, -M) = T(N, M)`. -/
theorem T_neg (N : ℕ) (M : ℤ) : T N (-M) = T N M := by
  induction N generalizing M with
  | zero => simp [T_zero]
  | succ N ih =>
    have e1 : -M - 1 = -(M + 1) := by ring
    have e2 : -M + 1 = -(M - 1) := by ring
    rw [T_succ, T_succ, e1, e2, ih, ih, ih]
    ring
```

With the lopsided factor \(1 + x + 2x^2\), the difference at \(N = 1\), \(S = 0\) would be \(1 - 2 = -1\), which is not a count.

## The bound \(N < M\)

Among the lemmas on `T`, only `T_eq_zero` carries an explicit hypothesis, `h : (N : ℤ) < M`: the projection exceeds that of the fully aligned state. If \(N + 1 < M\), then \(M-1\), \(M\) and \(M+1\) all exceed \(N\), so the three terms of the recursion vanish; the three `omega` calls in the step check these inequalities. The inequality is strict because the aligned state gives \(T(N,N) = 1\), already visible in \(T(0,0) = 1\).

```lean
/-- `T(N, M)` vanishes when the projection `M` exceeds the number of spins `N`. -/
theorem T_eq_zero (N : ℕ) (M : ℤ) (h : (N : ℤ) < M) : T N M = 0 := by
  induction N generalizing M with
  | zero => rw [T_zero, if_neg (by omega)]
  | succ N ih =>
    rw [T_succ, ih (M - 1) (by omega), ih M (by omega), ih (M + 1) (by omega)]
    simp
```

## Independent sites

Each site takes its three labels freely, with no constraint between sites. This turns the power into a sum over product states,
\[ (1+x+x^2)^N = \prod_i \sum_{\sigma_i=0}^{2} x^{\sigma_i} = \sum_\sigma x^{\sum_i \sigma_i}, \]
and the exponent equals \(N + M\) exactly when \(\sum_i(\sigma_i - 1) = M\). So \(T(N,M)\) is the number of product states with projection \(M\), which `T_eq_card` states for every integer \(M\). In the proof `hP` is the expansion and `hs` relates projection to exponent; the branch \(N + M < 0\) has no state because \(\sum_i \sigma_i \ge 0\). If two neighbours were forbidden to have both projection 0, the count at \(N = 2\), \(M = 0\) would be 2 against \(T(2,0) = 3\).

```lean
/-- `T(N, M)` is the number of product states of `N` spins 1 with total projection `M`. -/
theorem T_eq_card (N : ℕ) (M : ℤ) :
    T N M = ((univ.filter fun σ : Fin N → Fin 3 => totalM σ = M).card : ℤ) := by
  -- expand the power as a sum of one monomial per product state
  have hP : ((1 + X + X ^ 2) ^ N : ℤ[X]) = ∑ σ : Fin N → Fin 3, X ^ (∑ i, (σ i : ℕ)) := by
    have h1 : ((1 + X + X ^ 2) ^ N : ℤ[X]) = ∏ _i : Fin N, ∑ j : Fin 3, X ^ (j : ℕ) := by
      simp [Fin.sum_univ_three]
    rw [h1, Finset.prod_univ_sum, Fintype.piFinset_univ]
    exact Finset.sum_congr rfl fun σ _ => Finset.prod_pow_eq_pow_sum _ _ _
  have hc : ∀ (f : (Fin N → Fin 3) → ℤ[X]) (k : ℕ),
      (∑ σ, f σ).coeff k = ∑ σ, (f σ).coeff k :=
    fun f k => map_sum (lcoeff ℤ k) f univ
  have hs : ∀ σ : Fin N → Fin 3, totalM σ = ((∑ i, (σ i : ℕ) : ℕ) : ℤ) - N := by
    intro σ
    simp [totalM, Finset.sum_sub_distrib]
  rw [Finset.card_filter]
  push_cast
  unfold T zcoeff
  by_cases h : 0 ≤ (N : ℤ) + M
  · rw [if_pos h, hP, hc]
    refine Finset.sum_congr rfl fun σ _ => ?_
    have := hs σ
    rw [coeff_X_pow]
    split_ifs <;> first | rfl | (exfalso; omega)
  · rw [if_neg h]
    symm
    refine Finset.sum_eq_zero fun σ _ => ?_
    have := hs σ
    rw [if_neg (by omega)]
```

The lemma `Finset.prod_univ_sum` rewrites a product over sites of sums over local labels as one sum over configurations, and `Fintype.piFinset_univ` makes that a sum over all functions. The pair applies to the partition function of a finite set of non-interacting sites, each with finitely many levels.

## Spin \(S \ge 0\): the main theorem

Put \(D(N,S) = T(N,S) - T(N,S+1)\). For \(S \ge 0\), \(D(0,S) = \delta_{S,0}\). Subtracting the recursions for \(T(N+1,S+1)\) and \(T(N+1,S+2)\) term by term gives
\[ D(N+1,S+1) = D(N,S) + D(N,S+1) + D(N,S+2). \]
At spin 0 the terms \(T(N,0)\) and \(T(N,1)\) cancel, and the symmetry enters:
\[ D(N+1,0) = T(N,-1) - T(N,2) = T(N,1) - T(N,2) = D(N,1). \]
Thus \(D\) obeys all three clauses that define \(g\), and induction on \(N\) gives \(g = D\).

The theorem `g_eq_T_sub` says this for `N S : ℕ`, with `g N S` cast to \(\mathbb{Z}\). In the case `zero` for \(S\), `h` is the induction hypothesis at spin 1, `h2` the symmetry, `h3` and `h4` the recursions at \(M = 0\) and \(M = 1\), and `linarith` does the cancellation. In the case `succ S`, `h0`, `h1`, `h2` are the hypothesis at \(S\), \(S+1\), \(S+2\). The restriction to \(S \ge 0\) is carried by the type; at \(S = -1\) the difference \(T(0,-1) - T(0,0)\) is \(-1\).

```lean
/-- The branching number of spin `S` in a chain of `N` spins 1 is
`g(N, S) = T(N, S) - T(N, S+1)`. -/
theorem g_eq_T_sub (N S : ℕ) : (g N S : ℤ) = T N S - T N (S + 1) := by
  induction N generalizing S with
  | zero =>
    simp only [g, T_zero]
    split_ifs <;> omega
  | succ N ih =>
    cases S with
    | zero =>
      -- the symmetry T(N,-1) = T(N,1) produces the boundary rule at S = 0
      have h := ih 1
      have h2 := T_neg N 1
      have h3 := T_succ N 0
      have h4 := T_succ N 1
      rw [g]
      norm_num at h h3 h4 ⊢
      linarith
    | succ S =>
      -- differences of T obey the same three-term rule as g
      have h0 := ih S
      have h1 : (g N (S + 1) : ℤ) = T N (S + 1) - T N (S + 1 + 1) := by
        have := ih (S + 1)
        push_cast at this
        exact this
      have h2 : (g N (S + 2) : ℤ) = T N (S + 1 + 1) - T N (S + 1 + 1 + 1) := by
        rw [ih (S + 2)]
        congr 2
      have h3 := T_succ N ((S : ℤ) + 1)
      have h4 := T_succ N ((S : ℤ) + 1 + 1)
      rw [add_sub_cancel_right] at h3 h4
      rw [g]
      push_cast
      linarith
```

For \(S \ge 0\) both exponents are non-negative, so the statement can be written with ordinary coefficients at \(N+S\) and \(N+S+1\).

```lean
/-- The branching number `g(N, S)` is the difference of the coefficients of `x ^ (N + S)` and
`x ^ (N + S + 1)` in `(1 + x + x²) ^ N`. -/
theorem g_eq_coeff_sub (N S : ℕ) :
    (g N S : ℤ) = ((1 + X + X ^ 2 : ℤ[X]) ^ N).coeff (N + S)
      - ((1 + X + X ^ 2 : ℤ[X]) ^ N).coeff (N + S + 1) := by
  have h1 : ((N : ℤ) + S).toNat = N + S := by omega
  have h2 : ((N : ℤ) + (S + 1)).toNat = N + S + 1 := by omega
  rw [g_eq_T_sub]
  unfold T zcoeff
  rw [if_pos (by omega), if_pos (by omega), h1, h2]
```

For \(N = 3\), the polynomial has coefficients \(1, 3, 6, 7, 6, 3, 1\), so \(T(3,M) = 7, 6, 3, 1, 0\) for \(M = 0, \dots, 4\), and the differences are \(1, 3, 2, 1\). The recursion, listed from \(S = 0\) up to \(S = N\), gives the rows \((1)\), \((0,1)\), \((1,1,1)\) and \((1,3,2,1)\), in agreement.

## Sums that run up to \(S = N\)

For natural numbers \(m\) and \(k\), the differences telescope:
\[ \sum_{j=0}^{k-1} g(N,m+j) = T(N,m) - T(N,m+k). \]
This is `tel`. Taking \(m = |M|\) and running the sum to \(S = N\) leaves the end term at a projection above \(N\), which `hz` removes by `T_eq_zero`, and `T_neg` handles negative \(M\). The result is \(T(N,M) = \sum_{S=|M|}^{N} g(N,S)\): each multiplet with \(S \ge |M|\) accounts for one state of projection \(M\). For \(|M| > N\) the interval `Icc M.natAbs N` is empty and both sides are zero. A sum stopped at \(S = N-1\) misses the top multiplet, giving 0 against \(T(1,0) = 1\) for one spin.

```lean
/-- The inverse relation: `T(N, M)` is the sum of `g(N, S)` over all spins `|M| ≤ S ≤ N`. -/
theorem T_eq_sum_g (N : ℕ) (M : ℤ) : T N M = ∑ S ∈ Icc M.natAbs N, (g N S : ℤ) := by
  -- telescoping sum
  have tel : ∀ m k : ℕ, ∑ j ∈ range k, (g N (m + j) : ℤ) = T N m - T N ((m + k : ℕ) : ℤ) := by
    intro m k
    induction k with
    | zero => simp
    | succ k ih =>
      have e : ((m + (k + 1) : ℕ) : ℤ) = ((m + k : ℕ) : ℤ) + 1 := by push_cast; ring
      rw [Finset.sum_range_succ, ih, g_eq_T_sub, e]
      ring
  have hI : Icc M.natAbs N = Ico M.natAbs (N + 1) := by
    ext x
    simp only [Finset.mem_Icc, Finset.mem_Ico]
    omega
  have hz : T N ((M.natAbs + (N + 1 - M.natAbs) : ℕ) : ℤ) = 0 := T_eq_zero _ _ (by omega)
  rw [hI, Finset.sum_Ico_eq_sum_range, tel, hz, sub_zero]
  rcases Int.natAbs_eq M with h | h
  · rw [← h]
  · rw [← T_neg N (M.natAbs : ℤ), ← h]
```

For the dimension count let \(A_K(N) = \sum_{S=0}^{K} (2S+1)\,g(N,S)\). The identity `part` is
\[ A_K(N+1) + (2K+3)\,g(N,K) = 3A_K(N) + (2K+1)\,g(N,K+1). \]
At \(K = 0\) both sides are \(g(N,1) + 3g(N,0)\), by the boundary rule. Going from \(K\) to \(K+1\) adds \((4K+8)\,g(N,K+1) + (2K+3)\,g(N,K+2)\) to each side. At \(K = N+1\) the boundary terms vanish, since `van` obtains \(g(N,S) = 0\) for \(S > N\) from the main theorem and `T_eq_zero`; for the same reason \(A_{N+1}(N) = A_N(N)\). Hence \(A_{N+1}(N+1) = 3A_N(N)\), and with \(A_0(0) = 1\) this gives \(A_N(N) = 3^N\). For \(N = 3\) the sum is \(1 + 9 + 10 + 7 = 27\).

```lean
/-- Dimension count: the branching numbers weighted by the multiplicities `2S + 1` add up
to `3 ^ N`. -/
theorem sum_multiplicity_mul_g (N : ℕ) :
    ∑ S ∈ range (N + 1), (2 * S + 1) * g N S = 3 ^ N := by
  induction N with
  | zero => simp [g]
  | succ N ih =>
    -- partial sums triple, up to two boundary terms
    have part : ∀ K : ℕ, ∑ S ∈ range (K + 1), (2 * S + 1) * g (N + 1) S + (2 * K + 3) * g N K
        = 3 * ∑ S ∈ range (K + 1), (2 * S + 1) * g N S + (2 * K + 1) * g N (K + 1) := by
      intro K
      induction K with
      | zero =>
        simp [g]
        try ring
      | succ K ihK =>
        have e : g (N + 1) (K + 1) = g N K + g N (K + 1) + g N (K + 1 + 1) := rfl
        rw [Finset.sum_range_succ _ (K + 1), Finset.sum_range_succ _ (K + 1), e]
        nlinarith [ihK]
    -- the boundary terms vanish beyond S = N
    have van : ∀ S : ℕ, N < S → g N S = 0 := by
      intro S hS
      have := g_eq_T_sub N S
      rw [T_eq_zero N S (by omega), T_eq_zero N (S + 1) (by omega)] at this
      omega
    have h := part (N + 1)
    rw [Finset.sum_range_succ (fun S => (2 * S + 1) * g N S) (N + 1), ih,
      van (N + 1) (by omega), van (N + 1 + 1) (by omega)] at h
    simp only [mul_zero, add_zero] at h
    rw [h]
    ring

end

end SpinOneBranching
```

```lean
#print axioms SpinOneBranching.T_eq_card
#print axioms SpinOneBranching.g_eq_coeff_sub
#print axioms SpinOneBranching.T_eq_sum_g
#print axioms SpinOneBranching.sum_multiplicity_mul_g
```

```
'SpinOneBranching.T_eq_card' depends on axioms: [propext, Classical.choice, Quot.sound]
'SpinOneBranching.g_eq_coeff_sub' depends on axioms: [propext, Classical.choice, Quot.sound]
'SpinOneBranching.T_eq_sum_g' depends on axioms: [propext, Classical.choice, Quot.sound]
'SpinOneBranching.sum_multiplicity_mul_g' depends on axioms: [propext, Classical.choice, Quot.sound]
```
